# On finitely many configurations, the antisymmetrizer is self-adjoint and never increases the norm

Q: Suppose I know the antisymmetrizer $A$ only as a recipe: permute the particle coordinates, attach signs, average over all $N!$ permutations. Then the overlap of two antisymmetrized functions is a double sum with $(N!)^2$ terms, and for all I know $A$ lengthens some vectors. What rules that out?

A: Two facts together: $A$ can be moved across the inner product, and it is a projection, meaning that its output is antisymmetric and that it leaves antisymmetric functions unchanged. Let $X$ be a finite set of one-particle coordinates, and let $F,G$ be complex functions of $x=(x_0,\dots,x_{N-1})\in X^N$. Put

$$\langle F,G\rangle=\sum_x \overline{F(x)}\,G(x),\quad (P_\sigma F)(x)=F(x\circ\sigma),\quad A=\frac1{N!}\sum_\sigma \operatorname{sgn}(\sigma)\,P_\sigma ,$$

with $\|F\|^2=\langle F,F\rangle$. Substituting $y=x\circ\sigma$ gives

$$\langle P_\sigma F,G\rangle=\sum_y\overline{F(y)}\,G(y\circ\sigma^{-1})=\langle F,P_{\sigma^{-1}}G\rangle .$$

The signs and $1/N!$ are real, and $\sigma$ and $\sigma^{-1}$ have equal sign. Summing over $\sigma$ therefore gives $\langle AF,G\rangle=\langle F,AG\rangle$.

If $F$ is antisymmetric, meaning $P_\sigma F=\operatorname{sgn}(\sigma)F$ for every $\sigma$, each term of the average is $\operatorname{sgn}(\sigma)^2F=F$. So $AF=F$, and $\langle F,AG\rangle=\langle AF,G\rangle=\langle F,G\rangle$.

Q: And the norm?

A: First, $AF$ is antisymmetric. With $\rho=\tau\sigma$,

$$(AF)(x\circ\tau)=\frac1{N!}\sum_\sigma\operatorname{sgn}(\sigma)F(x\circ\tau\circ\sigma)=\frac{\operatorname{sgn}(\tau)}{N!}\sum_\rho\operatorname{sgn}(\rho)F(x\circ\rho)=\operatorname{sgn}(\tau)(AF)(x).$$

For antisymmetric $G$, the difference $D=AF-G$ is then antisymmetric too, so $\langle D,F-AF\rangle=\langle D,F\rangle-\langle D,AF\rangle=0$. Expanding $F-G=(F-AF)+D$ leaves no cross term:

$$\|F-G\|^2=\|F-AF\|^2+\|AF-G\|^2 .$$

Taking $G=0$ gives $\|AF\|\le\|F\|$. Equality forces $F=AF$, so $F$ is antisymmetric; conversely, antisymmetric $F$ satisfies $AF=F$. Dropping the last square shows that no antisymmetric $G$ is closer to $F$ than $AF$.

Q: Where would I meet this in a calculation?

A: In overlaps of Slater determinants, here over a finite orthonormal one-particle basis or a grid. Let $\Phi,\Psi$ be products of orbitals $\phi_i,\psi_j$, each set orthonormal. The normalised determinants are $\sqrt{N!}\,A\Phi$ and $\sqrt{N!}\,A\Psi$, and their overlap is

$$N!\,\langle A\Phi,A\Psi\rangle=N!\,\langle A\Phi,\Psi\rangle=\det S,\qquad S_{ij}=\langle\phi_i,\psi_j\rangle .$$

One antisymmetrizer has been absorbed, and a single $N\times N$ determinant replaces the double sum over permutations.

Q: Now convince me that the formal version is about wavefunctions. What is `X`, and where is spin?

In Lean 4 with Mathlib:

```lean
import Mathlib

open scoped ComplexConjugate

namespace AntisymmetrizerProjection

noncomputable section

/-- Complex wavefunctions of `N` particles, each with coordinate in `X`. -/
abbrev WaveFn (X : Type*) (N : ℕ) := (Fin N → X) → ℂ
```

A: `WaveFn X N` assigns a complex amplitude to each configuration `Fin N → X`. An element of `X` can be a grid point, a site, or a site together with a spin label, so spin is included if you put it there. Permutations then move position and spin together, as they should for identical fermions.

```lean
variable {X : Type*} {N : ℕ}

/-- The sign of a permutation, as a complex number. -/
def sgn (σ : Equiv.Perm (Fin N)) : ℂ := ((Equiv.Perm.sign σ : ℤ) : ℂ)

/-- The wavefunction with its particle coordinates permuted by `σ`. -/
def permute (σ : Equiv.Perm (Fin N)) (F : WaveFn X N) : WaveFn X N :=
  fun x => F (x ∘ σ)

/-- The antisymmetrizer: the signed average over all permutations of the particles. -/
def asym (F : WaveFn X N) : WaveFn X N :=
  fun x => (N.factorial : ℂ)⁻¹ * ∑ σ : Equiv.Perm (Fin N), sgn σ * permute σ F x
```

Q: Many books put $1/\sqrt{N!}$ in front.

A: That prefactor normalises a determinant of orthonormal orbitals. `asym` uses $1/N!$, which leaves antisymmetric functions unchanged. With the square root, they would be stretched by $\sqrt{N!}$ and the norm bound would fail for $N\ge2$ whenever a nonzero one exists.

```lean
/-- A wavefunction is antisymmetric if every permutation of the particles multiplies it
by the sign of the permutation. -/
def IsAntisymm (F : WaveFn X N) : Prop :=
  ∀ (σ : Equiv.Perm (Fin N)) (x : Fin N → X), F (x ∘ σ) = sgn σ * F x
```

Q: I would define antisymmetry by exchanging two particles.

A: `IsAntisymm` asks for the sign under every permutation. This is equivalent, because exchanges generate all permutations and each contributes a factor $-1$. If `X` has fewer than `N` elements, only the zero function qualifies, which is Pauli exclusion; the theorems still hold.

The first two lemmas concern signs and the output of `asym`. `sgn_mul_self` checks the two possible signs. In `asym_isAntisymm`, `Equiv.mulLeft τ` is the relabelling $\rho=\tau\sigma$, and the last line uses $\operatorname{sgn}(\tau)^2=1$.

```lean
/-- The sign of a permutation squares to one. -/
theorem sgn_mul_self (σ : Equiv.Perm (Fin N)) : sgn σ * sgn σ = 1 := by
  rcases Int.units_eq_one_or (Equiv.Perm.sign σ) with h | h <;> simp [sgn, h]

/-- The antisymmetrizer turns every wavefunction into an antisymmetric one. -/
theorem asym_isAntisymm (F : WaveFn X N) : IsAntisymm (asym F) := by
  intro τ x
  simp only [asym, permute]
  rw [mul_left_comm]
  congr 1
  rw [Finset.mul_sum]
  -- relabel the sum over permutations by `σ ↦ τ * σ`
  refine Fintype.sum_equiv (Equiv.mulLeft τ) _ _ (fun σ => ?_)
  change sgn σ * F ((x ∘ τ) ∘ σ) = sgn τ * (sgn (τ * σ) * F ((x ∘ τ) ∘ σ))
  have h : sgn (τ * σ) = sgn τ * sgn σ := by simp [sgn]
  rw [h]
  linear_combination (-(sgn σ * F ((x ∘ τ) ∘ σ))) * sgn_mul_self τ
```

Q: What about the inner product? My wavefunctions live in continuous space.

A: Those are not covered. `[Fintype X]` makes `overlap` a finite sum, conjugate-linear in its first argument. It carries no quadrature weights; a uniform grid weight would only multiply every overlap by the same positive constant. `wnorm` takes the real part before the square root because `overlap` is complex-valued, although $\langle F,F\rangle$ is already real.

```lean
variable [Fintype X]

/-- The inner product of two wavefunctions, summed over all configurations. -/
def overlap (F G : WaveFn X N) : ℂ := ∑ x, conj (F x) * G x

/-- The norm of a wavefunction, the square root of its overlap with itself. -/
def wnorm (F : WaveFn X N) : ℝ := Real.sqrt (overlap F F).re
```

Q: Then show me the step that moves a permutation across.

A: In `overlap_permute_left`, `Fintype.sum_equiv` performs the substitution $y=x\circ\sigma$, and `h` says that permuting by $\sigma$ and then by its inverse restores `x`.

```lean
/-- A permutation of the particles moves to the other side of the inner product
as its inverse. -/
theorem overlap_permute_left (σ : Equiv.Perm (Fin N)) (F G : WaveFn X N) :
    overlap (permute σ F) G = overlap F (permute σ⁻¹ G) := by
  refine Fintype.sum_equiv (Equiv.arrowCongr σ.symm (Equiv.refl X)) _ _ (fun x => ?_)
  have h : (x ∘ σ) ∘ ⇑σ⁻¹ = x := by
    funext i
    simp
  change conj (F (x ∘ σ)) * G x = conj (F (x ∘ σ)) * G ((x ∘ σ) ∘ ⇑σ⁻¹)
  rw [h]
```

A: `asym_selfAdjoint` states $\langle AF,G\rangle=\langle F,AG\rangle$ for all `F` and `G`, with no symmetry assumed. The equations `hl` and `hr` write the two sides as signed averages, and `Equiv.inv` matches each $\sigma$ with $\sigma^{-1}$.

```lean
/-- The antisymmetrizer is self-adjoint. -/
theorem asym_selfAdjoint (F G : WaveFn X N) :
    overlap (asym F) G = overlap F (asym G) := by
  -- both sides are signed averages of overlaps with one permuted function
  have hl : overlap (asym F) G = (N.factorial : ℂ)⁻¹ *
      ∑ σ : Equiv.Perm (Fin N), sgn σ * overlap (permute σ F) G := by
    simp only [overlap, asym, sgn, map_mul, map_sum, map_inv₀, map_natCast, map_intCast,
      Finset.mul_sum, Finset.sum_mul]
    rw [Finset.sum_comm]
    refine Finset.sum_congr rfl (fun σ _ => Finset.sum_congr rfl (fun x _ => ?_))
    ring
  have hr : overlap F (asym G) = (N.factorial : ℂ)⁻¹ *
      ∑ σ : Equiv.Perm (Fin N), sgn σ * overlap F (permute σ G) := by
    simp only [overlap, asym, Finset.mul_sum]
    rw [Finset.sum_comm]
    refine Finset.sum_congr rfl (fun σ _ => Finset.sum_congr rfl (fun x _ => ?_))
    ring
  rw [hl, hr]
  congr 1
  -- a permutation and its inverse have the same sign
  refine Fintype.sum_equiv (Equiv.inv (Equiv.Perm (Fin N))) _ _ (fun σ => ?_)
  change sgn σ * overlap (permute σ F) G = sgn σ⁻¹ * overlap F (permute σ⁻¹ G)
  have h : sgn σ⁻¹ = sgn σ := by simp [sgn]
  rw [overlap_permute_left, h]
```

Q: And the absorption rule from the determinant overlap?

A: That is `overlap_asym_of_isAntisymm`. Its hypothesis `hF` makes the first factor antisymmetric, while `G` is arbitrary. The inner step `h` is $AF=F$, obtained by adding $N!$ equal terms; self-adjointness does the rest.

```lean
/-- In an inner product with an antisymmetric wavefunction, the antisymmetrizer on the
other factor can be dropped. -/
theorem overlap_asym_of_isAntisymm {F : WaveFn X N} (hF : IsAntisymm F) (G : WaveFn X N) :
    overlap F (asym G) = overlap F G := by
  -- all `N!` terms of the signed average of `F` are equal to `F`
  have h : asym F = F := by
    funext x
    have ht : ∀ σ : Equiv.Perm (Fin N), sgn σ * permute σ F x = F x := by
      intro σ
      rw [permute, hF σ x, ← mul_assoc, sgn_mul_self, one_mul]
    have hN : (N.factorial : ℂ) ≠ 0 := Nat.cast_ne_zero.mpr (Nat.factorial_ne_zero N)
    simp only [asym, ht, Finset.sum_const, Finset.card_univ, Fintype.card_perm,
      Fintype.card_fin, nsmul_eq_mul]
    exact inv_mul_cancel_left₀ hN (F x)
  rw [← asym_selfAdjoint, h]
```

Q: Is `wnorm` really the usual norm?

A: `wnorm_sq` confirms it: its square is $\sum_x|F(x)|^2$.

```lean
/-- The squared norm is the sum of the squared moduli of the amplitudes. -/
theorem wnorm_sq (F : WaveFn X N) : wnorm F ^ 2 = ∑ x, ‖F x‖ ^ 2 := by
  have h : (overlap F F).re = ∑ x, ‖F x‖ ^ 2 := by
    simp only [overlap, Complex.re_sum]
    refine Finset.sum_congr rfl (fun x _ => ?_)
    simp only [Complex.sq_norm, Complex.normSq_apply, Complex.mul_re, Complex.conj_re,
      Complex.conj_im]
    ring
  rw [wnorm, h, Real.sq_sqrt (Finset.sum_nonneg (fun x _ => sq_nonneg _))]
```

A: The Pythagorean identity follows. `key` is the orthogonality of $F-AF$ to antisymmetric functions, `hD` says that $AF-G$ is one of them, and `pt` expands the square at each configuration. Summing `pt` removes the cross term.

```lean
/-- Pythagorean identity: the squared distance from `F` to an antisymmetric `G` is the
squared distance from `F` to `asym F` plus that from `asym F` to `G`. -/
theorem wnorm_sub_sq (F : WaveFn X N) {G : WaveFn X N} (hG : IsAntisymm G) :
    wnorm (F - G) ^ 2 = wnorm (F - asym F) ^ 2 + wnorm (asym F - G) ^ 2 := by
  -- the removed part `F - asym F` is orthogonal to every antisymmetric function
  have key : ∀ D : WaveFn X N, IsAntisymm D →
      ∑ x, conj (D x) * (F x - asym F x) = 0 := by
    intro D hD
    have h := overlap_asym_of_isAntisymm hD F
    simp only [overlap] at h
    simp only [mul_sub, Finset.sum_sub_distrib]
    rw [h, sub_self]
  have hD : IsAntisymm (asym F - G) := by
    intro σ x
    simp only [Pi.sub_apply]
    rw [asym_isAntisymm F σ x, hG σ x]
    ring
  have hre := congrArg Complex.re (key _ hD)
  simp only [Complex.re_sum, Complex.zero_re] at hre
  have pt : ∀ x, ‖(F - G) x‖ ^ 2 = ‖(F - asym F) x‖ ^ 2 + ‖(asym F - G) x‖ ^ 2
      + 2 * (conj ((asym F - G) x) * (F x - asym F x)).re := by
    intro x
    simp only [Complex.sq_norm, Complex.normSq_apply, Pi.sub_apply, Complex.mul_re,
      Complex.conj_re, Complex.conj_im, Complex.sub_re, Complex.sub_im]
    ring
  rw [wnorm_sq, wnorm_sq, wnorm_sq, Finset.sum_congr rfl (fun x _ => pt x),
    Finset.sum_add_distrib, Finset.sum_add_distrib, ← Finset.mul_sum, hre]
  ring
```

Q: So the norm bound is the case $G=0$?

A: Yes. `wnorm_asym_le` states the bound together with the equality condition. If the norms agree, `hz` makes the sum of squared moduli of $F-AF$ vanish, hence every term. For the converse, the proof puts $G=F$ into the identity, which forces $\|F-AF\|=0$.

```lean
/-- Antisymmetrization never increases the norm, and it preserves the norm exactly when
the wavefunction is already antisymmetric. -/
theorem wnorm_asym_le (F : WaveFn X N) :
    wnorm (asym F) ≤ wnorm F ∧ (wnorm (asym F) = wnorm F ↔ IsAntisymm F) := by
  have h0 : IsAntisymm (0 : WaveFn X N) := by
    intro σ x
    simp
  have h := wnorm_sub_sq F h0
  rw [sub_zero, sub_zero] at h
  have ha : 0 ≤ wnorm (asym F) := Real.sqrt_nonneg _
  have hb : 0 ≤ wnorm F := Real.sqrt_nonneg _
  have hle : wnorm (asym F) ≤ wnorm F := by
    nlinarith [sq_nonneg (wnorm (F - asym F))]
  refine ⟨hle, fun he => ?_, fun hF => ?_⟩
  · -- equal norms leave nothing for the removed part
    have hz : wnorm (F - asym F) ^ 2 = 0 := by
      rw [he] at h
      linarith
    rw [wnorm_sq, Finset.sum_eq_zero_iff_of_nonneg (fun x _ => sq_nonneg _)] at hz
    have hFA : F = asym F := by
      funext x
      have hx := norm_eq_zero.mp (pow_eq_zero_iff two_ne_zero |>.mp (hz x (Finset.mem_univ x)))
      exact sub_eq_zero.mp hx
    rw [hFA]
    exact asym_isAntisymm F
  · have h2 := wnorm_sub_sq F hF
    have hzero : wnorm (F - F) ^ 2 = 0 := by
      rw [wnorm_sq]
      simp
    refine le_antisymm hle ?_
    nlinarith [sq_nonneg (wnorm (asym F - F))]
```

A: `asym_closest` discards the nonnegative term $\|AF-G\|^2$ and compares what remains.

```lean
/-- No antisymmetric wavefunction is closer to `F` than `asym F`. -/
theorem asym_closest (F : WaveFn X N) {G : WaveFn X N} (hG : IsAntisymm G) :
    wnorm (F - asym F) ≤ wnorm (F - G) := by
  have h := wnorm_sub_sq F hG
  have ha : 0 ≤ wnorm (F - asym F) := Real.sqrt_nonneg _
  have hb : 0 ≤ wnorm (F - G) := Real.sqrt_nonneg _
  nlinarith [sq_nonneg (wnorm (asym F - G))]

end

end AntisymmetrizerProjection
```

```lean
#print axioms AntisymmetrizerProjection.asym_selfAdjoint
#print axioms AntisymmetrizerProjection.wnorm_asym_le
#print axioms AntisymmetrizerProjection.asym_closest
```

```
'AntisymmetrizerProjection.asym_selfAdjoint' depends on axioms: [propext, Classical.choice, Quot.sound]
'AntisymmetrizerProjection.wnorm_asym_le' depends on axioms: [propext, Classical.choice, Quot.sound]
'AntisymmetrizerProjection.asym_closest' depends on axioms: [propext, Classical.choice, Quot.sound]
```

Q: Does any of this depend on the particles being fermions?

A: Only through the signs. Replace every sign by $+1$ and the same argument gives the bosonic symmetrizer: self-adjoint, never increasing the norm, and sending $F$ to a closest symmetric function. That variant and the determinant formula for orbital products are my additions to what the file proves.
